# Recovering the bias of a two-site orbital from its density, given the sign of the bond order

To find the Kohn–Sham bias that reproduces a given density record on a two-site lattice, one can differentiate the density difference twice and solve the resulting equation for the bias, which involves dividing by the bond order. For a single non-interacting orbital, normalised and singly occupied, with constant nonzero hopping, the formulas below justify that step wherever the bond order is nonzero, provided that some bias does produce the record. They fix the bond order only up to sign, so the sign has to come from elsewhere. An initial state with nonzero bond order supplies it, by continuity, until the bond order first vanishes.

```lean
import Mathlib

open Matrix ComplexConjugate

namespace DimerInversion

noncomputable section
```

## The driven dimer

Set $\hbar=1$, call the time $s$ and number the sites 0 and 1. With hopping $t$ and a bias $d$ equal to the difference of the on-site energies,

$$H(s)=\begin{pmatrix} d(s)/2 & -t\\ -t & -d(s)/2\end{pmatrix}.$$

Choosing energies $\pm d/2$ removes the freedom to add a common, time-dependent constant to the potential.

```lean
/-- The dimer Hamiltonian with hopping `t` and on-site energies `d/2` and `-d/2`. -/
def dimerH (t d : ℝ) : Matrix (Fin 2) (Fin 2) ℂ :=
  !![((d / 2 : ℝ) : ℂ), -(t : ℂ); -(t : ℂ), -((d / 2 : ℝ) : ℂ)]
```

The orbital has amplitudes $\psi_0,\psi_1$ and obeys $\psi_k'=-i(H\psi)_k$. In Lean, `ψ s k` is the amplitude on site `k`, and `HasDerivAt` requires the derivative to exist with this value at every real time. Nothing else is assumed about the function $d$.

```lean
/-- The wavefunction `ψ` obeys `i ψ' = H ψ` at all times, with time-dependent bias `d`. -/
def IsEvolution (t : ℝ) (d : ℝ → ℝ) (ψ : ℝ → Fin 2 → ℂ) : Prop :=
  ∀ s k, HasDerivAt (fun r => ψ r k) (-Complex.I * (dimerH t (d s) *ᵥ ψ s) k) s
```

The total density is $N=|\psi_0|^2+|\psi_1|^2$. It will be set to 1 at time zero only.

```lean
/-- The total density on the two sites. -/
def total (ψ : ℝ → Fin 2 → ℂ) (s : ℝ) : ℝ :=
  Complex.normSq (ψ s 0) + Complex.normSq (ψ s 1)
```

The density difference is $z=|\psi_0|^2-|\psi_1|^2$.

```lean
/-- The density difference `z` between the two sites. -/
def imbalance (ψ : ℝ → Fin 2 → ℂ) (s : ℝ) : ℝ :=
  Complex.normSq (ψ s 0) - Complex.normSq (ψ s 1)
```

The coherence $c=\overline{\psi_0}\,\psi_1$ supplies the bond order $x=2\,\mathrm{Re}\,c$. The factor 2 is a convention: Coulson's bond order, which counts electrons, equals $x$ for a doubly occupied orbital and $x/2$ for a singly occupied one.

```lean
/-- The bond order `x`, twice the real part of the intersite coherence. -/
def bond (ψ : ℝ → Fin 2 → ℂ) (s : ℝ) : ℝ := 2 * (conj (ψ s 0) * ψ s 1).re
```

The coherence also supplies $y=2\,\mathrm{Im}\,c$. The Lean name is `current`, although the particle current from site 0 to site 1 is $ty$.

```lean
/-- Twice the imaginary part `y` of the intersite coherence. -/
def current (ψ : ℝ → Fin 2 → ℂ) (s : ℝ) : ℝ := 2 * (conj (ψ s 0) * ψ s 1).im
```

## Equations of motion

Multiplying out the matrix gives

$$(H\psi)_0=\tfrac d2\psi_0-t\psi_1,\qquad (H\psi)_1=-t\psi_0-\tfrac d2\psi_1.$$

```lean
/-- The action of the dimer Hamiltonian on the two site amplitudes. -/
theorem dimerH_mulVec (t d : ℝ) (v : Fin 2 → ℂ) :
    (dimerH t d *ᵥ v) 0 = ((d / 2 : ℝ) : ℂ) * v 0 - t * v 1 ∧
    (dimerH t d *ᵥ v) 1 = -(t * v 0) - ((d / 2 : ℝ) : ℂ) * v 1 := by
  constructor <;> simp [dimerH, Matrix.mulVec, dotProduct, Fin.sum_univ_two] <;> ring
```

For the densities, the bias terms drop out because they are purely imaginary:

$$(|\psi_0|^2)'=2\,\mathrm{Re}(it\,\overline{\psi_0}\psi_1)=-ty,\qquad (|\psi_1|^2)'=2\,\mathrm{Re}(it\,\overline{\psi_1}\psi_0)=ty.$$

Hence $z'=-2ty$ and $N'=0$. For the coherence,

$$c'=\overline{\psi_0'}\,\psi_1+\overline{\psi_0}\,\psi_1'=i\,d\,c+i\,t\,z.$$

Doubling this and separating real and imaginary parts gives $x'=-dy$ and $y'=dx+2tz$.

The Lean proof works with the four real components of the amplitudes. `hre` and `him` differentiate real and imaginary parts, the product rule assembles each quadratic expression, and `ring` compares the result with the stated derivative.

```lean
/-- Equations of motion of the imbalance, the bond order, the imaginary coherence and
the total density; the last is stationary. -/
theorem bloch_equations {t : ℝ} {d : ℝ → ℝ} {ψ : ℝ → Fin 2 → ℂ}
    (h : IsEvolution t d ψ) (s : ℝ) :
    HasDerivAt (imbalance ψ) (-2 * t * current ψ s) s ∧
    HasDerivAt (bond ψ) (-d s * current ψ s) s ∧
    HasDerivAt (current ψ) (d s * bond ψ s + 2 * t * imbalance ψ s) s ∧
    HasDerivAt (total ψ) 0 s := by
  have hre : ∀ {f : ℝ → ℂ} {f' : ℂ}, HasDerivAt f f' s →
      HasDerivAt (fun r => (f r).re) f'.re s :=
    fun hf => Complex.reCLM.hasFDerivAt.comp_hasDerivAt s hf
  have him : ∀ {f : ℝ → ℂ} {f' : ℂ}, HasDerivAt f f' s →
      HasDerivAt (fun r => (f r).im) f'.im s :=
    fun hf => Complex.imCLM.hasFDerivAt.comp_hasDerivAt s hf
  have h0 := h s 0
  have h1 := h s 1
  rw [(dimerH_mulVec _ _ _).1] at h0
  rw [(dimerH_mulVec _ _ _).2] at h1
  -- real and imaginary parts of the two amplitudes
  have ha := hre h0
  have hb := him h0
  have hc := hre h1
  have he := him h1
  have n0 := (ha.fun_mul ha).fun_add (hb.fun_mul hb)
  have n1 := (hc.fun_mul hc).fun_add (he.fun_mul he)
  have ez : imbalance ψ = fun r => ((ψ r 0).re * (ψ r 0).re + (ψ r 0).im * (ψ r 0).im) -
      ((ψ r 1).re * (ψ r 1).re + (ψ r 1).im * (ψ r 1).im) := by
    funext r; simp only [imbalance, Complex.normSq_apply]
  have en : total ψ = fun r => ((ψ r 0).re * (ψ r 0).re + (ψ r 0).im * (ψ r 0).im) +
      ((ψ r 1).re * (ψ r 1).re + (ψ r 1).im * (ψ r 1).im) := by
    funext r; simp only [total, Complex.normSq_apply]
  have ex : bond ψ = fun r => 2 * ((ψ r 0).re * (ψ r 1).re + (ψ r 0).im * (ψ r 1).im) := by
    funext r; simp only [bond, Complex.mul_re, Complex.conj_re, Complex.conj_im]; ring
  have ey : current ψ = fun r => 2 * ((ψ r 0).re * (ψ r 1).im - (ψ r 0).im * (ψ r 1).re) := by
    funext r; simp only [current, Complex.mul_im, Complex.conj_re, Complex.conj_im]; ring
  refine ⟨?_, ?_, ?_, ?_⟩
  · rw [ez, ey]
    refine (n0.fun_sub n1).congr_deriv ?_
    simp; ring
  · rw [ex, ey]
    refine (((ha.fun_mul hc).fun_add (hb.fun_mul he)).const_mul 2).congr_deriv ?_
    simp; ring
  · rw [ex, ey, ez]
    refine (((ha.fun_mul he).fun_sub (hb.fun_mul hc)).const_mul 2).congr_deriv ?_
    simp; ring
  · rw [en]
    refine (n0.fun_add n1).congr_deriv ?_
    simp; ring
```

Since $x^2+y^2=4|\psi_0|^2|\psi_1|^2$, we have $x^2+y^2+z^2=N^2$. The derivative of $N$ vanishes everywhere, so $N$ keeps its initial value 1, and

$$x^2+y^2+z^2=1.$$

In the proof, `hN` is the conservation law and `hS` the algebraic identity.

```lean
/-- A state normalised at time zero stays on the unit Bloch sphere. -/
theorem bloch_sphere {t : ℝ} {d : ℝ → ℝ} {ψ : ℝ → Fin 2 → ℂ}
    (h : IsEvolution t d ψ) (h1 : total ψ 0 = 1) (s : ℝ) :
    bond ψ s ^ 2 + current ψ s ^ 2 + imbalance ψ s ^ 2 = 1 := by
  have hN : total ψ s = 1 := by
    rw [← h1]
    exact is_const_of_deriv_eq_zero
      (fun r => (bloch_equations h r).2.2.2.differentiableAt)
      (fun r => (bloch_equations h r).2.2.2.deriv) s 0
  have hS : bond ψ s ^ 2 + current ψ s ^ 2 + imbalance ψ s ^ 2 = total ψ s ^ 2 := by
    simp only [bond, current, imbalance, total, Complex.normSq_apply, Complex.mul_re,
      Complex.mul_im, Complex.conj_re, Complex.conj_im]
    ring
  rw [hS, hN, one_pow]
```

## Inversion

Differentiating $z'=-2ty$ once more gives

$$z''=-2ty'=-2t\,d\,x-4t^2z.$$

Because $t\neq0$, also $y^2=z'^2/(4t^2)$, and the sphere equation becomes

$$x^2=1-z^2-\frac{z'^2}{4t^2}.$$

The condition $t\ne0$ means that the particle can tunnel; without tunnelling the site densities would be frozen whatever the bias. The Lean proof first identifies the function `deriv (imbalance ψ)` with $-2ty$, then differentiates that function for the first claim and squares it for the second.

```lean
/-- Dimer inversion for a normalised state and nonzero hopping: the second derivative of the
imbalance is `-2 t d x - 4 t² z`, and the squared bond order is fixed by the imbalance and its first
derivative. -/
theorem dimer_inversion {t : ℝ} {d : ℝ → ℝ} {ψ : ℝ → Fin 2 → ℂ} (ht : t ≠ 0)
    (h : IsEvolution t d ψ) (h1 : total ψ 0 = 1) (s : ℝ) :
    HasDerivAt (deriv (imbalance ψ))
      (-2 * t * d s * bond ψ s - 4 * t ^ 2 * imbalance ψ s) s ∧
    bond ψ s ^ 2 = 1 - imbalance ψ s ^ 2 - deriv (imbalance ψ) s ^ 2 / (4 * t ^ 2) := by
  have hd : deriv (imbalance ψ) = fun r => -2 * t * current ψ r :=
    funext fun r => (bloch_equations h r).1.deriv
  constructor
  · rw [hd]
    exact ((bloch_equations h s).2.2.1.const_mul (-2 * t)).congr_deriv (by ring)
  · have hq : deriv (imbalance ψ) s ^ 2 / (4 * t ^ 2) = current ψ s ^ 2 := by
      rw [(bloch_equations h s).1.deriv, div_eq_iff (by positivity)]
      ring
    rw [hq]
    linarith [bloch_sphere h h1 s]
```

Where $x(s)\neq0$, the first equation can be solved for the bias:

$$d=-\frac{z''+4t^2z}{2t\,x}.$$

```lean
/-- For a normalised state and nonzero hopping, whenever the bond order is nonzero, the bias is
given explicitly by the imbalance, its second derivative and the bond order. -/
theorem bias_formula {t : ℝ} {d : ℝ → ℝ} {ψ : ℝ → Fin 2 → ℂ} (ht : t ≠ 0)
    (h : IsEvolution t d ψ) (h1 : total ψ 0 = 1) {s : ℝ} (hx : bond ψ s ≠ 0) :
    d s = -(deriv (deriv (imbalance ψ)) s + 4 * t ^ 2 * imbalance ψ s) /
      (2 * t * bond ψ s) := by
  rw [(dimer_inversion ht h h1 s).1.deriv,
    eq_div_iff (mul_ne_zero (mul_ne_zero two_ne_zero ht) hx)]
  ring
```

Multiplying the second equation by $4t^2$ gives

$$4t^2(1-z^2)=z'^2+4t^2x^2,$$

which is `key` in the proof. Therefore $z'^2\le4t^2(1-z^2)$, with equality exactly when $x=0$. Every density record of such an orbital must satisfy this bound; the theorem does not say that every record satisfying it comes from some bias.

```lean
/-- For a normalised state, a nonzero hopping limits how fast the imbalance can change, and the
limit is attained exactly when the bond order vanishes. -/
theorem representability_bound {t : ℝ} {d : ℝ → ℝ} {ψ : ℝ → Fin 2 → ℂ} (ht : t ≠ 0)
    (h : IsEvolution t d ψ) (h1 : total ψ 0 = 1) (s : ℝ) :
    deriv (imbalance ψ) s ^ 2 ≤ 4 * t ^ 2 * (1 - imbalance ψ s ^ 2) ∧
    (deriv (imbalance ψ) s ^ 2 = 4 * t ^ 2 * (1 - imbalance ψ s ^ 2) ↔ bond ψ s = 0) := by
  have key : 4 * t ^ 2 * (1 - imbalance ψ s ^ 2) =
      deriv (imbalance ψ) s ^ 2 + 4 * t ^ 2 * bond ψ s ^ 2 := by
    rw [(bloch_equations h s).1.deriv]
    linear_combination (-4 * t ^ 2) * bloch_sphere h h1 s
  rw [key]
  refine ⟨le_add_of_nonneg_right (by positivity), fun e => ?_, fun e => by rw [e]; ring⟩
  have h0 : 4 * t ^ 2 * bond ψ s ^ 2 = 0 := by linarith
  have h4 : 4 * t ^ 2 ≠ 0 := by positivity
  exact pow_eq_zero_iff two_ne_zero |>.1 ((mul_eq_zero.1 h0).resolve_left h4)
```

## One density, one bias on each branch

Let two normalised evolutions with the same $t$ have the same $z$ at all times. The squares of their bond orders then agree. If one bond order never vanishes and the two have the same sign at time zero, they are equal at time zero, and by continuity they stay equal, since a change of relative sign would need a zero. Equating the two expressions for $z''$ and cancelling $2tx$ gives $d=d'$.

In Lean these steps are `hsq`, `h00` and `hb`, followed by uniqueness of the derivative. The result resembles the Runge–Gross theorem, but concerns one orbital on two sites and assumes a nonvanishing bond order. Equality of the initial states is not a separate hypothesis: the common density and the sign condition already force them to agree up to a global phase.

```lean
/-- Two normalised evolutions with the same nonzero hopping and the same imbalance at all times have
the same bias, if their bond orders have equal sign at time zero and one of them never vanishes. -/
theorem bias_unique {t : ℝ} {d d' : ℝ → ℝ} {ψ φ : ℝ → Fin 2 → ℂ} (ht : t ≠ 0)
    (h : IsEvolution t d ψ) (h' : IsEvolution t d' φ)
    (h1 : total ψ 0 = 1) (h1' : total φ 0 = 1) (hz : imbalance ψ = imbalance φ)
    (hx : ∀ s, bond φ s ≠ 0) (hpos : 0 < bond ψ 0 * bond φ 0) : d = d' := by
  have hsq : ∀ s, bond ψ s ^ 2 = bond φ s ^ 2 := fun s => by
    rw [(dimer_inversion ht h h1 s).2, (dimer_inversion ht h' h1' s).2, hz]
  have h00 : bond ψ 0 = bond φ 0 := by
    rcases sq_eq_sq_iff_eq_or_eq_neg.1 (hsq 0) with e | e
    · exact e
    · rw [e] at hpos
      nlinarith [sq_nonneg (bond φ 0)]
  have c : Continuous (bond ψ) :=
    continuous_iff_continuousAt.2 fun s => (bloch_equations h s).2.1.continuousAt
  have c' : Continuous (bond φ) :=
    continuous_iff_continuousAt.2 fun s => (bloch_equations h' s).2.1.continuousAt
  funext s
  -- by continuity the bond orders cannot part company in sign
  have hb : bond ψ s = bond φ s :=
    isPreconnected_univ.eq_of_sq_eq c.continuousOn c'.continuousOn (fun r _ => hsq r)
      (fun {r} _ => hx r) (Set.mem_univ 0) h00 (Set.mem_univ s)
  have e := (dimer_inversion ht h h1 s).1
  rw [hz, hb] at e
  have e2 := e.unique (dimer_inversion ht h' h1' s).1
  apply mul_left_cancel₀ (mul_ne_zero (mul_ne_zero two_ne_zero ht) (hx s))
  linear_combination -e2
```

## Opposite biases with the same density

The sign condition does real work, as two stationary states show. Take $\sigma=\pm1$ and the common phase factor

$$p(s)=e^{i\sigma(25t/24)s}.$$

```lean
/-- The phase factor `exp(i σ (25 t / 24) s)`. -/
def phase (σ t s : ℝ) : ℂ := Complex.exp (((σ * (25 * t / 24) * s : ℝ) : ℂ) * Complex.I)
```

The amplitudes are $\psi_0=\tfrac45p$ and $\psi_1=\tfrac{3\sigma}5p$.

```lean
/-- The state with site amplitudes `4/5` and `3σ/5` times a common phase factor. -/
def stationary (σ t s : ℝ) : Fin 2 → ℂ :=
  ![((4 / 5 : ℝ) : ℂ) * phase σ t s, ((σ * (3 / 5) : ℝ) : ℂ) * phase σ t s]
```

With the constant bias $d=-7\sigma t/12$,

$$(H\psi)_0=-\sigma t\left(\tfrac7{30}+\tfrac35\right)p=-\tfrac{25\sigma t}{24}\,\psi_0,$$

$$(H\psi)_1=\left(-\tfrac45+\tfrac7{40}\right)t\,p=-\tfrac{25\sigma t}{24}\,\psi_1,$$

where both equalities in the second line use $\sigma^2=1$. This is the energy that the phase factor requires. The densities are $16/25$ and $9/25$, so $N=1$ and $z=7/25$ for both signs, while $x=24\sigma/25$. For $t\neq0$ the two biases differ, although the densities coincide at all times.

The Lean proof differentiates the exponential, checks the two components of the Schrödinger equation, and uses $|p|^2=1$ for the densities and the bond order.

```lean
/-- For both signs `σ = ±1` the state `stationary σ t` is a normalised evolution with
imbalance `7/25`, while its bias `-7σt/12` and its bond order `24σ/25` change sign with `σ`. -/
theorem same_density_witness (t : ℝ) {σ : ℝ} (hσ : σ ^ 2 = 1) :
    IsEvolution t (fun _ => -(σ * (7 * t / 12))) (stationary σ t) ∧
    ∀ s, total (stationary σ t) s = 1 ∧ imbalance (stationary σ t) s = 7 / 25 ∧
      bond (stationary σ t) s = 24 / 25 * σ := by
  have e0 : ∀ r, stationary σ t r 0 = ((4 / 5 : ℝ) : ℂ) * phase σ t r := fun _ => rfl
  have e1 : ∀ r, stationary σ t r 1 = ((σ * (3 / 5) : ℝ) : ℂ) * phase σ t r := fun _ => rfl
  constructor
  · intro s
    have hσc : (σ : ℂ) ^ 2 = 1 := by exact_mod_cast hσ
    have hE : HasDerivAt (phase σ t)
        (phase σ t s * (((σ * (25 * t / 24) : ℝ) : ℂ) * Complex.I)) s := by
      have hl : HasDerivAt (fun r : ℝ => ((σ * (25 * t / 24) * r : ℝ) : ℂ) * Complex.I)
          (((σ * (25 * t / 24) : ℝ) : ℂ) * Complex.I) s :=
        (((hasDerivAt_id s).const_mul (σ * (25 * t / 24))).ofReal_comp.mul_const
          Complex.I).congr_deriv (by simp)
      exact hl.cexp
    refine Fin.forall_fin_two.2 ⟨?_, ?_⟩
    · simp only [(dimerH_mulVec _ _ _).1, e0, e1]
      refine (hE.const_mul _).congr_deriv ?_
      push_cast
      ring
    · simp only [(dimerH_mulVec _ _ _).2, e0, e1]
      refine (hE.const_mul _).congr_deriv ?_
      push_cast
      linear_combination (4 / 5 * Complex.I * t * phase σ t s) * hσc
  · intro s
    have hn : (phase σ t s).re * (phase σ t s).re + (phase σ t s).im * (phase σ t s).im = 1 := by
      rw [← Complex.normSq_apply, Complex.normSq_eq_norm_sq, phase,
        Complex.norm_exp_ofReal_mul_I, one_pow]
    simp only [total, imbalance, bond, e0, e1, Complex.normSq_apply, Complex.mul_re,
      Complex.mul_im, Complex.conj_re, Complex.conj_im, Complex.ofReal_re, Complex.ofReal_im]
    refine ⟨?_, ?_, ?_⟩
    · linear_combination (16 / 25 + 9 / 25 * σ ^ 2) * hn + 9 / 25 * hσ
    · linear_combination (16 / 25 - 9 / 25 * σ ^ 2) * hn - 9 / 25 * hσ
    · linear_combination (24 / 25 * σ) * hn

end

end DimerInversion
```

## Sudden switching

Requiring a derivative at every time excludes a bias that jumps, as in a quench. A model with locally integrable $d$ and the Schrödinger equation in integrated form would admit such jumps. The equation for $z''$, and with it the agreement of two biases, would then be expected only at almost every time, while the formula for $x^2$ would keep its form at all times.

```lean
#print axioms DimerInversion.bias_formula
#print axioms DimerInversion.representability_bound
#print axioms DimerInversion.bias_unique
```

```
'DimerInversion.bias_formula' depends on axioms: [propext, Classical.choice, Quot.sound]
'DimerInversion.representability_bound' depends on axioms: [propext, Classical.choice, Quot.sound]
'DimerInversion.bias_unique' depends on axioms: [propext, Classical.choice, Quot.sound]
```
